# The Topping Layer Dipole Peaks at Coverage \((2/c)^{2/3}\)

Atoms adsorbed on a metal surface often carry a dipole moment perpendicular to it, and a layer of such dipoles shifts the work function in proportion to the dipole per unit area. Adding adsorbates adds dipoles, but parallel dipoles standing side by side also depolarize one another. Which effect wins, and at what coverage?

Let \(\theta\ge 0\) be the coverage, \(p_0>0\) the magnitude of the moment of an isolated adsorbate, and \(p\) the moment of each adsorbate within the layer. Suppose that the adsorbates spread out evenly, in the same pattern at every coverage. The distance between neighbours then scales as \(\theta^{-1/2}\) and a dipole field falls off as the inverse cube of distance, so the opposing field at each site scales as \(\theta^{3/2}p\). With a linear response,

\[
p = p_0 - c\,\theta^{3/2}p .
\]

The constant \(c>0\) stands for the polarizability of the adsorbate multiplied by a geometric factor that sums the fields of the neighbours. Solving for \(p\) and multiplying by the coverage gives the layer dipole

\[
D(\theta)=\frac{p_0\,\theta}{1+c\,\theta^{3/2}} .
\]

The claim is that \(D\) increases strictly on \([0,\theta^*]\), decreases strictly on \([\theta^*,\infty)\), and tends to zero as \(\theta\to\infty\), where \(\theta^*=(2/c)^{2/3}\).

## Comparing two coverages without calculus

Take two coverages with square roots \(0\le s<t\). Since \(D=p_0s^2/(1+cs^3)\) at the first, and likewise with \(t\) at the second,

\[
D(t^2)-D(s^2)=\frac{p_0\,(t-s)\,\bigl(s+t-c\,s^2t^2\bigr)}{(1+cs^3)(1+ct^3)} .
\]

Only the last factor of the numerator can change sign. The definition of \(\theta^*\) gives \(c\,\theta^{*\,3/2}=2\), so a coverage lies at or below \(\theta^*\) exactly when its depolarization term \(c\,\theta^{3/2}\) is at most 2.

If both coverages are at or below \(\theta^*\), then \(ct^3\le 2\), and

\[
t\,(s+t)-t\,c\,s^2t^2\;\ge\; ts+t^2-2s^2=(t-s)(t+2s)>0 .
\]

Dividing by \(t>0\) shows that the factor is positive, so \(D\) rises. If both are at or above \(\theta^*\), then \(cs^3\ge 2\), and

\[
s\,c\,s^2t^2-s\,(s+t)\;\ge\; 2t^2-s^2-st=(t-s)(2t+s)>0 .
\]

Now \(s>0\), the factor is negative, and \(D\) falls.

For large coverage, with \(s=\sqrt\theta\),

\[
\sqrt\theta\,D(\theta)=\frac{p_0s^3}{1+cs^3}=\frac{p_0}{s^{-3}+c}\longrightarrow\frac{p_0}{c} .
\]

Thus \(D\) decays as \(p_0/(c\sqrt\theta)\), and in particular tends to zero. At the peak the moment is \(p_0/(1+2)=p_0/3\), so \(D(\theta^*)=\theta^*p_0/3\).

In this model of identical, evenly spread, linearly polarizable point dipoles, a work-function shift that is not monotonic in coverage therefore needs no change in the bonding of the adsorbate. If \(\theta=1\) denotes a full monolayer, the peak lies within the first layer only when \(c\ge 2\). The limit \(\theta\to\infty\) describes the formula, not an attainable surface.

## The model as real functions

The development works with real numbers throughout.

In Lean 4 with Mathlib:

```lean
import Mathlib

open Filter Topology Set

namespace ToppingDepolarization

noncomputable section
```

The moment is a function of `p0`, `c` and `θ`, with a real exponent for the power \(3/2\).

```lean
/-- The moment of one adsorbed dipole at coverage `θ`, with bare moment `p0` and
depolarization strength `c`. -/
def moment (p0 c θ : ℝ) : ℝ := p0 / (1 + c * θ ^ (3 / 2 : ℝ))
```

The layer dipole is coverage times moment. Conversion to a dipole per unit area, and from there to a work-function shift, would multiply it by constants that are left out here.

```lean
/-- The dipole of the whole layer: coverage times the moment of one adsorbate. -/
def layerDipole (p0 c θ : ℝ) : ℝ := θ * moment p0 c θ
```

The name `peakCoverage` stands for \(\theta^*\); that the peak is really there has to be proved.

```lean
/-- The coverage `(2/c)^(2/3)`. -/
def peakCoverage (c : ℝ) : ℝ := (2 / c) ^ (2 / 3 : ℝ)
```

## Self-consistency and the value two

The first theorem ties the closed formula to the physical condition. For `0 < c` and `0 ≤ θ`, a number `p` satisfies the depolarization equation if and only if it is `moment p0 c θ`, so the self-consistent moment exists and is unique. The denominator is positive, and clearing it leaves a linear rearrangement. The scaling \(\theta^{3/2}\) and the linear response are assumed in the equation, not derived from a lattice of dipoles.

```lean
/-- A moment `p` equals the bare moment reduced by the field of its neighbours,
`p = p0 - c θ^(3/2) p`, exactly when it is the Topping moment. -/
theorem selfConsistent_iff {p0 c θ p : ℝ} (hc : 0 < c) (hθ : 0 ≤ θ) :
    p = p0 - c * θ ^ (3 / 2 : ℝ) * p ↔ p = moment p0 c θ := by
  have h : 0 < 1 + c * θ ^ (3 / 2 : ℝ) := by positivity
  rw [moment, eq_div_iff h.ne']
  constructor <;> intro h' <;> linear_combination h'
```

Next comes \(c\,\theta^{*\,3/2}=2\), where the exponents \(2/3\) and \(3/2\) multiply to one.

```lean
/-- At the coverage `(2/c)^(2/3)` the depolarization term `c θ^(3/2)` equals two. -/
theorem depolarization_at_peak {c : ℝ} (hc : 0 < c) :
    c * peakCoverage c ^ (3 / 2 : ℝ) = 2 := by
  have h : peakCoverage c ^ (3 / 2 : ℝ) = 2 / c := by
    rw [peakCoverage, ← Real.rpow_mul (by positivity),
      show (2 / 3 : ℝ) * (3 / 2) = 1 by norm_num, Real.rpow_one]
  rw [h]
  field_simp
```

The substitution \(s=\sqrt\theta\) turns the real power into an ordinary cube, which makes the later inequalities polynomial.

```lean
/-- The layer dipole written in terms of the square root of the coverage. -/
theorem layerDipole_eq_sqrt (p0 c : ℝ) {θ : ℝ} (hθ : 0 ≤ θ) :
    layerDipole p0 c θ = p0 * √θ ^ 2 / (1 + c * √θ ^ 3) := by
  have h : θ ^ (3 / 2 : ℝ) = √θ ^ 3 := by
    rw [Real.sqrt_eq_rpow, ← Real.rpow_natCast, ← Real.rpow_mul hθ]
    norm_num
  rw [layerDipole, moment, h, Real.sq_sqrt hθ]
  ring
```

## The decay at high coverage

The statement says that \(\sqrt\theta\,D(\theta)\to p_0/c\), for any real `p0`. The proof first finds the limit of \(p_0/(s^{-3}+c)\), then shows that this expression agrees with \(\sqrt\theta\,D(\theta)\) for all positive \(\theta\).

```lean
/-- At large coverage the layer dipole falls off as `p0 / (c √θ)`: the product
`√θ D(θ)` tends to `p0 / c`. -/
theorem tendsto_sqrt_mul_layerDipole (p0 : ℝ) {c : ℝ} (hc : 0 < c) :
    Tendsto (fun θ => √θ * layerDipole p0 c θ) atTop (𝓝 (p0 / c)) := by
  have h3 : Tendsto (fun θ : ℝ => √θ ^ 3) atTop atTop :=
    (tendsto_pow_atTop (by norm_num : (3 : ℕ) ≠ 0)).comp Real.tendsto_sqrt_atTop
  have hi : Tendsto (fun θ : ℝ => (√θ ^ 3)⁻¹) atTop (𝓝 0) :=
    tendsto_inv_atTop_zero.comp h3
  have hs : Tendsto (fun θ : ℝ => (√θ ^ 3)⁻¹ + c) atTop (𝓝 c) := by
    simpa using hi.add_const c
  have hd : Tendsto (fun θ : ℝ => p0 / ((√θ ^ 3)⁻¹ + c)) atTop (𝓝 (p0 / c)) :=
    tendsto_const_nhds.div hs hc.ne'
  refine hd.congr' ?_
  filter_upwards [eventually_gt_atTop (0 : ℝ)] with θ hθ
  rw [layerDipole_eq_sqrt p0 c hθ.le]
  have hr : 0 < √θ := Real.sqrt_pos.2 hθ
  have h1 : (√θ ^ 3)⁻¹ + c = (1 + c * √θ ^ 3) / √θ ^ 3 := by
    field_simp
  rw [h1, div_div_eq_mul_div]
  ring
```

## Rise, fall and limit

The main theorem has three parts. `StrictMonoOn` on `Icc 0 (peakCoverage c)` is strict increase on the closed interval \([0,\theta^*]\), `StrictAntiOn` on `Ici (peakCoverage c)` is strict decrease on \([\theta^*,\infty)\), and the `Tendsto` statement is the zero limit. The hypotheses are `0 < p0` and `0 < c`.

In each monotonicity part, `hb` is the bound on the depolarization term, obtained by comparing the coverage with \(\theta^*\). The roots are then renamed `s` and `t`, and `key` fixes the sign of \(s+t-cs^2t^2\) after multiplication by \(t\) or \(s\), as in the derivation above. For `key`, `nlinarith` is handed the bound `hb` multiplied by \(s^2\) or \(t^2\), together with the products that make up \((t-s)(t+2s)\) or \((t-s)(2t+s)\). Cross-multiplying the two fractions then leaves the numerator of the difference formula. The third part multiplies the high-coverage law by \(1/\sqrt\theta\), which tends to zero.

```lean
/-- Topping depolarization: the layer dipole increases strictly with coverage up to
`(2/c)^(2/3)`, decreases strictly beyond, and tends to zero at large coverage. -/
theorem layerDipole_rise_and_fall {p0 c : ℝ} (hp : 0 < p0) (hc : 0 < c) :
    StrictMonoOn (layerDipole p0 c) (Icc 0 (peakCoverage c)) ∧
    StrictAntiOn (layerDipole p0 c) (Ici (peakCoverage c)) ∧
    Tendsto (layerDipole p0 c) atTop (𝓝 0) := by
  have hpeak : 0 < peakCoverage c := by unfold peakCoverage; positivity
  have hcube : ∀ θ : ℝ, 0 ≤ θ → θ ^ (3 / 2 : ℝ) = √θ ^ 3 := by
    intro θ hθ
    rw [Real.sqrt_eq_rpow, ← Real.rpow_natCast, ← Real.rpow_mul hθ]
    norm_num
  refine ⟨?_, ?_, ?_⟩
  · intro x hx y hy hxy
    have hy0 : 0 < y := lt_of_le_of_lt hx.1 hxy
    have hb : c * √y ^ 3 ≤ 2 := by
      have hm := mul_le_mul_of_nonneg_left
        (Real.rpow_le_rpow hy0.le hy.2 (by norm_num : (0 : ℝ) ≤ 3 / 2)) hc.le
      rw [depolarization_at_peak hc, hcube y hy0.le] at hm
      exact hm
    rw [layerDipole_eq_sqrt p0 c hx.1, layerDipole_eq_sqrt p0 c hy0.le]
    have hst : √x < √y := Real.sqrt_lt_sqrt hx.1 hxy
    have hs : 0 ≤ √x := Real.sqrt_nonneg x
    have ht : 0 < √y := Real.sqrt_pos.2 hy0
    generalize √x = s at *
    generalize √y = t at *
    -- below the peak the gain in coverage outweighs the depolarization
    have key : c * s ^ 2 * t ^ 2 < s + t := by
      refine lt_of_mul_lt_mul_left ?_ ht.le
      nlinarith [mul_le_mul_of_nonneg_right hb (sq_nonneg s),
        mul_nonneg hs (sub_pos.2 hst).le, mul_pos ht (sub_pos.2 hst)]
    rw [div_lt_div_iff₀ (by positivity) (by positivity)]
    nlinarith [mul_pos (mul_pos hp (sub_pos.2 hst)) (sub_pos.2 key)]
  · intro x hx y hy hxy
    have hx0 : 0 < x := lt_of_lt_of_le hpeak hx
    have hy0 : 0 < y := hx0.trans hxy
    have hb : 2 ≤ c * √x ^ 3 := by
      have hm := mul_le_mul_of_nonneg_left
        (Real.rpow_le_rpow hpeak.le (mem_Ici.1 hx) (by norm_num : (0 : ℝ) ≤ 3 / 2)) hc.le
      rw [depolarization_at_peak hc, hcube x hx0.le] at hm
      exact hm
    rw [layerDipole_eq_sqrt p0 c hx0.le, layerDipole_eq_sqrt p0 c hy0.le]
    have hst : √x < √y := Real.sqrt_lt_sqrt hx0.le hxy
    have hs : 0 < √x := Real.sqrt_pos.2 hx0
    have ht : 0 < √y := Real.sqrt_pos.2 hy0
    generalize √x = s at *
    generalize √y = t at *
    -- beyond the peak the depolarization wins
    have key : s + t < c * s ^ 2 * t ^ 2 := by
      refine lt_of_mul_lt_mul_left ?_ hs.le
      nlinarith [mul_le_mul_of_nonneg_right hb (sq_nonneg t),
        mul_pos hs (sub_pos.2 hst), mul_pos ht (sub_pos.2 hst)]
    rw [div_lt_div_iff₀ (by positivity) (by positivity)]
    nlinarith [mul_pos (mul_pos hp (sub_pos.2 hst)) (sub_pos.2 key)]
  · -- divide the high-coverage law by the square root of the coverage
    have hi : Tendsto (fun θ : ℝ => (√θ)⁻¹) atTop (𝓝 0) :=
      tendsto_inv_atTop_zero.comp Real.tendsto_sqrt_atTop
    have hm := hi.mul (tendsto_sqrt_mul_layerDipole p0 hc)
    rw [zero_mul] at hm
    refine hm.congr' ?_
    filter_upwards [eventually_gt_atTop (0 : ℝ)] with θ hθ
    exact inv_mul_cancel_left₀ (Real.sqrt_pos.2 hθ).ne' _
```

## The height of the peak

Putting the value two into the moment gives one third of the bare moment.

```lean
/-- At the coverage `(2/c)^(2/3)` each adsorbate keeps one third of its bare moment. -/
theorem moment_at_peak (p0 : ℝ) {c : ℝ} (hc : 0 < c) :
    moment p0 c (peakCoverage c) = p0 / 3 := by
  rw [moment, depolarization_at_peak hc]
  norm_num
```

The last theorem states that every nonnegative coverage other than \(\theta^*\) has a strictly smaller layer dipole, and that the maximum equals \(\theta^*p_0/3\). A coverage below the peak is handled by the strict increase, one above it by the strict decrease.

```lean
/-- Every coverage other than `(2/c)^(2/3)` gives a layer dipole strictly below
`(2/c)^(2/3) p0 / 3`, the value at that coverage. -/
theorem layerDipole_lt_peak {p0 c θ : ℝ} (hp : 0 < p0) (hc : 0 < c) (hθ : 0 ≤ θ)
    (hne : θ ≠ peakCoverage c) :
    layerDipole p0 c θ < layerDipole p0 c (peakCoverage c) ∧
    layerDipole p0 c (peakCoverage c) = peakCoverage c * (p0 / 3) := by
  obtain ⟨hup, hdown, -⟩ := layerDipole_rise_and_fall hp hc
  refine ⟨?_, by rw [layerDipole, moment_at_peak p0 hc]⟩
  rcases lt_or_gt_of_ne hne with h | h
  · exact hup ⟨hθ, h.le⟩ ⟨hθ.trans h.le, le_rfl⟩ h
  · exact hdown (mem_Ici.2 le_rfl) (mem_Ici.2 h.le) h

end

end ToppingDepolarization
```

```lean
#print axioms ToppingDepolarization.selfConsistent_iff
-- 'ToppingDepolarization.selfConsistent_iff' depends on axioms: [propext, Classical.choice, Quot.sound]
#print axioms ToppingDepolarization.layerDipole_rise_and_fall
-- 'ToppingDepolarization.layerDipole_rise_and_fall' depends on axioms: [propext, Classical.choice, Quot.sound]
#print axioms ToppingDepolarization.layerDipole_lt_peak
-- 'ToppingDepolarization.layerDipole_lt_peak' depends on axioms: [propext, Classical.choice, Quot.sound]
```
